# For Hermitian matrices T and W, the least eigenvalue of T + sW leaves s = 0⁺ with slope min ⟨v,Wv⟩ over the ground states v of T

If I apply first-order perturbation theory to a degenerate ground level and pick the unperturbed state carelessly, I can get the wrong ground-state energy. With \(T=0\) and \(W=\mathrm{diag}(1,-1)\), the first basis vector predicts a slope of \(+1\), but the least eigenvalue of \(T+sW\) is \(-s\) for \(s>0\).

The physical claim is that a weak interaction selects the ground states of \(T\) with the lowest interaction energy, and that this energy is the initial slope. Can this be made rigorous, with a machine-checked proof?

## Squeezing the slope between two interaction energies

Yes, in finite dimension. Let \(E(s)\) be the least eigenvalue of \(T+sW\), and call its unit eigenvectors ground states.

**Variational principle.** For Hermitian \(A\), the continuous function \(\langle v,Av\rangle\) has a minimum \(\lambda\) on the compact unit sphere, at some \(m\). Put \(r=(A-\lambda)m\). For real \(t\),

\[
0\le\langle m+tr,(A-\lambda)(m+tr)\rangle=2t\|r\|^2+t^2\langle r,(A-\lambda)r\rangle .
\]

Small negative \(t\) would violate this unless \(r=0\), so \(Am=\lambda m\). Any other eigenvalue is the expectation value of its unit eigenvector, hence at least \(\lambda\). Ground states are therefore exactly the minimisers.

**Two bounds.** Let \(s>0\), let \(f_s\) be a ground state of \(T+sW\) and \(u\) one of \(T\). Using each as a trial state for the other operator gives

\[
E(0)\le\langle f_s,Tf_s\rangle=E(s)-s\langle f_s,Wf_s\rangle,\qquad E(s)\le E(0)+s\langle u,Wu\rangle ,
\]

and so

\[
\langle f_s,Wf_s\rangle\le\frac{E(s)-E(0)}{s}\le\langle u,Wu\rangle .
\]

**Selection.** By compactness, any sequence \(s_k\to0^+\) has a subsequence along which \(f_{s_k}\to x\), with \(\|x\|=1\). For every unit vector \(w\),

\[
\langle f_{s_k},Tf_{s_k}\rangle+s_k\langle f_{s_k},Wf_{s_k}\rangle\le\langle w,Tw\rangle+s_k\langle w,Ww\rangle .
\]

In the limit \(\langle x,Tx\rangle\le\langle w,Tw\rangle\), so \(x\) is a ground state of \(T\). The two bounds give \(\langle x,Wx\rangle\le\langle u,Wu\rangle\) for every ground state \(u\) of \(T\). Thus \(x\) attains the minimum; such a state is called adapted.

**Slope.** Take \(u=x\) in the upper bound. Along the subsequence both bounds tend to \(\langle x,Wx\rangle\), the same minimum for every sequence. Hence the whole quotient converges to it.

## Matrices, ground states and the one-sided limit in Lean

The general theorems concern a non-zero finite-dimensional complex inner product space `V`, with `IsSymmetric` expressing Hermiticity.

- `expect A v` is the real part of \(\langle v,Av\rangle\), which loses nothing for Hermitian \(A\).
- `groundEnergy` is the infimum of the real eigenvalues; `groundEnergy_isLeast` proves that it is the least one.
- `coupled T W s` is \(T+sW\), and `IsAdapted` describes the ground states of \(T\) with the least interaction energy.
- `𝓝[>] 0` means that \(s\) approaches zero through positive values.

`matrix_slope_tendsto` says that, for Hermitian matrices over any non-empty finite index set, an adapted \(v\) exists and the slope tends to its interaction energy. `limit_isAdapted` is the selection statement: if interacting ground states converge as \(s\to0^+\), their limit is adapted. It does not say that every choice of ground states converges, or which adapted state is reached when several remain.

In a finite-basis electronic problem, let \(T\) be the kinetic energy plus a fixed external potential, and \(W\) the electron repulsion. The selection statement can then narrow down a degenerate open-shell ground level: any limit of interacting ground states, as the repulsion is switched off, has the least repulsion energy in that level. The converse can fail, because higher orders in \(s\) may select further among the adapted states. The theorems do not treat unbounded operators or a potential readjusted with \(s\) to keep the density fixed.

```lean
import Mathlib

open Filter Topology

namespace WeakInteractionSelection

noncomputable section

variable {V : Type*} [NormedAddCommGroup V] [InnerProductSpace ℂ V]

/-- The expectation value `⟨v, A v⟩` of an observable, as a real number. -/
def expect (A : V →ₗ[ℂ] V) (v : V) : ℝ := (inner ℂ v (A v)).re

/-- The infimum of the real eigenvalues of `A`. -/
def groundEnergy (A : V →ₗ[ℂ] V) : ℝ :=
  sInf {μ : ℝ | ∃ v : V, v ≠ 0 ∧ A v = (μ : ℂ) • v}

/-- A ground state is a unit eigenvector at the ground energy. -/
def IsGroundState (A : V →ₗ[ℂ] V) (v : V) : Prop :=
  ‖v‖ = 1 ∧ A v = (groundEnergy A : ℂ) • v

/-- The Hamiltonian `T + s W` with interaction strength `s`. -/
def coupled (T W : V →ₗ[ℂ] V) (s : ℝ) : V →ₗ[ℂ] V := T + (s : ℂ) • W

/-- An adapted state is a ground state of `T` whose interaction energy is the smallest
among all ground states of `T`. -/
def IsAdapted (T W : V →ₗ[ℂ] V) (v : V) : Prop :=
  IsGroundState T v ∧ ∀ u, IsGroundState T u → expect W v ≤ expect W u

private lemma norm_unit {x : V} (hx : x ≠ 0) : ‖((‖x‖⁻¹ : ℝ) : ℂ) • x‖ = 1 := by
  rw [norm_smul, Complex.norm_real, norm_inv, norm_norm,
    inv_mul_cancel₀ (norm_ne_zero_iff.2 hx)]

private lemma expect_eigen {A : V →ₗ[ℂ] V} {v : V} {μ : ℝ} (hv : ‖v‖ = 1)
    (h : A v = (μ : ℂ) • v) : expect A v = μ := by
  have h1 : (inner ℂ v v).re = ‖v‖ ^ 2 := inner_self_eq_norm_sq (𝕜 := ℂ) v
  rw [expect, h, inner_smul_right, Complex.re_ofReal_mul, h1, hv]
  ring

private lemma expect_coupled (T W : V →ₗ[ℂ] V) (s : ℝ) (v : V) :
    expect (coupled T W s) v = expect T v + s * expect W v := by
  simp only [expect, coupled, LinearMap.add_apply, LinearMap.smul_apply, inner_add_right,
    inner_smul_right, Complex.add_re, Complex.re_ofReal_mul]

private lemma coupled_symm {T W : V →ₗ[ℂ] V} (hT : T.IsSymmetric) (hW : W.IsSymmetric)
    (s : ℝ) : (coupled T W s).IsSymmetric := fun x y => by
  simp only [coupled, LinearMap.add_apply, LinearMap.smul_apply, inner_add_left,
    inner_add_right, inner_smul_left, inner_smul_right, Complex.conj_ofReal, hT x y, hW x y]

variable [FiniteDimensional ℂ V]

/-- A unit vector that minimises the expectation value of a Hermitian operator is an
eigenvector, with the minimal expectation value as eigenvalue. -/
theorem eigen_of_min {A : V →ₗ[ℂ] V} (hA : A.IsSymmetric) {v : V} (hv : ‖v‖ = 1)
    (hmin : ∀ u, ‖u‖ = 1 → expect A v ≤ expect A u) : A v = (expect A v : ℂ) • v := by
  have : CompleteSpace V := FiniteDimensional.complete ℂ V
  let B : V →L[ℂ] V := LinearMap.toContinuousLinearMap A
  have hB : IsSelfAdjoint B := ContinuousLinearMap.isSelfAdjoint_iff_isSymmetric.2 hA
  have hre : ∀ u, B.reApplyInnerSelf u = expect A u := fun u =>
    inner_re_symm (𝕜 := ℂ) (A u) u
  -- a constrained extremum on the sphere is an eigenvector
  have hm : ∀ᶠ u in 𝓝[Metric.sphere (0 : V) ‖v‖] v,
      B.reApplyInnerSelf v ≤ B.reApplyInnerSelf u := by
    filter_upwards [self_mem_nhdsWithin] with u hu
    rw [hre, hre]
    exact hmin u ((mem_sphere_zero_iff_norm.1 hu).trans hv)
  have h : A v = ((B.rayleighQuotient v : ℝ) : ℂ) • v :=
    hB.eq_smul_self_of_isLocalExtrOn (Or.inl hm)
  rw [expect_eigen hv h]
  exact h

private lemma isLeast_of_min {A : V →ₗ[ℂ] V} (hA : A.IsSymmetric) {v : V} (hv : ‖v‖ = 1)
    (hmin : ∀ u, ‖u‖ = 1 → expect A v ≤ expect A u) :
    IsLeast {μ : ℝ | ∃ v : V, v ≠ 0 ∧ A v = (μ : ℂ) • v} (expect A v) := by
  refine ⟨⟨v, fun h => by simp [h] at hv, eigen_of_min hA hv hmin⟩, ?_⟩
  rintro μ ⟨u, hu, h⟩
  have h' := hmin _ (norm_unit hu)
  rwa [expect_eigen (μ := μ) (norm_unit hu) (by rw [map_smul, h, smul_comm])] at h'

private lemma continuous_expect (A : V →ₗ[ℂ] V) : Continuous (expect A) :=
  Complex.continuous_re.comp
    (continuous_inner.comp (continuous_id.prodMk A.continuous_of_finiteDimensional))

variable [Nontrivial V]

private lemma exists_min (A : V →ₗ[ℂ] V) :
    ∃ v, ‖v‖ = 1 ∧ ∀ u, ‖u‖ = 1 → expect A v ≤ expect A u := by
  have : ProperSpace V := FiniteDimensional.proper ℂ V
  obtain ⟨x, hx⟩ := exists_ne (0 : V)
  obtain ⟨v, hv, hm⟩ := (isCompact_sphere (0 : V) 1).exists_isMinOn
    ⟨_, mem_sphere_zero_iff_norm.2 (norm_unit hx)⟩ (continuous_expect A).continuousOn
  exact ⟨v, mem_sphere_zero_iff_norm.1 hv, fun u hu => hm (mem_sphere_zero_iff_norm.2 hu)⟩

/-- The ground energy of a Hermitian operator is its least eigenvalue. -/
theorem groundEnergy_isLeast {A : V →ₗ[ℂ] V} (hA : A.IsSymmetric) :
    IsLeast {μ : ℝ | ∃ v : V, v ≠ 0 ∧ A v = (μ : ℂ) • v} (groundEnergy A) := by
  obtain ⟨v, hv, hm⟩ := exists_min A
  have h := isLeast_of_min hA hv hm
  rwa [groundEnergy, h.csInf_eq]

/-- Ground states are exactly the unit vectors of minimal energy expectation value. -/
theorem isGroundState_iff {A : V →ₗ[ℂ] V} (hA : A.IsSymmetric) (v : V) :
    IsGroundState A v ↔ ‖v‖ = 1 ∧ ∀ u, ‖u‖ = 1 → expect A v ≤ expect A u := by
  constructor
  · rintro ⟨hv, h⟩
    obtain ⟨m, hm, hmin⟩ := exists_min A
    have hg : groundEnergy A = expect A m := (isLeast_of_min hA hm hmin).csInf_eq
    exact ⟨hv, fun u hu => by rw [expect_eigen hv h, hg]; exact hmin u hu⟩
  · rintro ⟨hv, hmin⟩
    have hg : groundEnergy A = expect A v := (isLeast_of_min hA hv hmin).csInf_eq
    exact ⟨hv, by rw [hg]; exact eigen_of_min hA hv hmin⟩

/-- For `s > 0` the energy slope lies between the interaction energy of an interacting
ground state and that of any non-interacting ground state. -/
theorem slope_bounds {T W : V →ₗ[ℂ] V} (hT : T.IsSymmetric) (hW : W.IsSymmetric) {s : ℝ}
    (hs : 0 < s) {f u : V} (hf : IsGroundState (coupled T W s) f) (hu : IsGroundState T u) :
    expect W f ≤ (groundEnergy (coupled T W s) - groundEnergy T) / s ∧
      (groundEnergy (coupled T W s) - groundEnergy T) / s ≤ expect W u := by
  have h1 := ((isGroundState_iff hT u).1 hu).2 f hf.1
  have h2 := ((isGroundState_iff (coupled_symm hT hW s) f).1 hf).2 u hu.1
  rw [← expect_eigen hf.1 hf.2, ← expect_eigen hu.1 hu.2, le_div_iff₀ hs, div_le_iff₀ hs]
  rw [expect_coupled, expect_coupled] at h2
  rw [expect_coupled]
  constructor <;> linarith

/-- Any limit of interacting ground states, as the interaction is switched off from above,
is an adapted state. -/
theorem limit_isAdapted {T W : V →ₗ[ℂ] V} (hT : T.IsSymmetric) (hW : W.IsSymmetric)
    {ι : Type*} {l : Filter ι} [l.NeBot] {s : ι → ℝ} {f : ι → V} {v : V}
    (hs : Tendsto s l (𝓝[>] 0)) (hf : ∀ᶠ i in l, IsGroundState (coupled T W (s i)) (f i))
    (hv : Tendsto f l (𝓝 v)) : IsAdapted T W v := by
  have hs0 : Tendsto s l (𝓝 0) := hs.mono_right nhdsWithin_le_nhds
  have hpos : ∀ᶠ i in l, 0 < s i := hs.eventually self_mem_nhdsWithin
  have hTv := ((continuous_expect T).tendsto v).comp hv
  have hWv := ((continuous_expect W).tendsto v).comp hv
  refine ⟨(isGroundState_iff hT v).2 ⟨?_, fun u hu => ?_⟩, fun u hu => ?_⟩
  · exact tendsto_nhds_unique_of_eventuallyEq hv.norm tendsto_const_nhds
      (hf.mono fun i h => h.1)
  · -- pass to the limit in the variational principle for `T + s W`
    have hL := hTv.add (hs0.mul hWv)
    have hR := (tendsto_const_nhds (x := expect T u) (f := l)).add (hs0.mul_const (expect W u))
    have h := le_of_tendsto_of_tendsto hL hR (hf.mono fun i h => by
      have h' := ((isGroundState_iff (coupled_symm hT hW (s i)) (f i)).1 h).2 u hu
      rw [expect_coupled, expect_coupled] at h'
      exact h')
    simpa using h
  · refine le_of_tendsto hWv ?_
    filter_upwards [hf, hpos] with i h hp
    exact (slope_bounds hT hW hp h hu).1.trans (slope_bounds hT hW hp h hu).2

private lemma exists_groundState {A : V →ₗ[ℂ] V} (hA : A.IsSymmetric) :
    ∃ v, IsGroundState A v :=
  (exists_min A).imp fun v h => (isGroundState_iff hA v).2 h

private lemma ultra_limit {T W : V →ₗ[ℂ] V} (hT : T.IsSymmetric) (hW : W.IsSymmetric)
    {f : ℝ → V} (hf : ∀ s, IsGroundState (coupled T W s) (f s)) (g : Ultrafilter ℝ)
    (hg : (g : Filter ℝ) ≤ 𝓝[>] 0) : ∃ x, Tendsto f g (𝓝 x) ∧ IsAdapted T W x := by
  have : ProperSpace V := FiniteDimensional.proper ℂ V
  obtain ⟨x, -, hx⟩ := (isCompact_sphere (0 : V) 1).ultrafilter_le_nhds (g.map f)
    (le_principal_iff.2 (Filter.mem_map.2
      (Filter.Eventually.of_forall fun s => mem_sphere_zero_iff_norm.2 (hf s).1)))
  have hx' : Tendsto f g (𝓝 x) := hx
  exact ⟨x, hx', limit_isAdapted hT hW (s := fun s => s) hg (Eventually.of_forall hf) hx'⟩

/-- The interaction energy attains its minimum over the ground states of `T`. -/
theorem exists_adapted {T W : V →ₗ[ℂ] V} (hT : T.IsSymmetric) (hW : W.IsSymmetric) :
    ∃ v, IsAdapted T W v := by
  choose f hf using fun s => exists_groundState (coupled_symm hT hW s)
  obtain ⟨x, -, hx⟩ := ultra_limit hT hW hf (Ultrafilter.of (𝓝[>] 0)) (Ultrafilter.of_le _)
  exact ⟨x, hx⟩

/-- As `s` tends to zero from above, the energy slope `(E(s) - E(0)) / s` tends to the
interaction energy of an adapted state. -/
theorem slope_tendsto {T W : V →ₗ[ℂ] V} (hT : T.IsSymmetric) (hW : W.IsSymmetric)
    {v : V} (hv : IsAdapted T W v) :
    Tendsto (fun s : ℝ => (groundEnergy (coupled T W s) - groundEnergy T) / s)
      (𝓝[>] 0) (𝓝 (expect W v)) := by
  choose f hf using fun s => exists_groundState (coupled_symm hT hW s)
  rw [tendsto_iff_ultrafilter]
  intro g hg
  obtain ⟨x, hx, hxa⟩ := ultra_limit hT hW hf g hg
  -- all adapted states share one interaction energy
  have hxv : expect W x = expect W v := le_antisymm (hxa.2 v hv.1) (hv.2 x hxa.1)
  have hlow := ((continuous_expect W).tendsto x).comp hx
  rw [hxv] at hlow
  have hpos : ∀ᶠ s : ℝ in (g : Filter ℝ), 0 < s := hg self_mem_nhdsWithin
  exact tendsto_of_tendsto_of_tendsto_of_le_of_le' hlow tendsto_const_nhds
    (hpos.mono fun s hs => (slope_bounds hT hW hs (hf s) hv.1).1)
    (hpos.mono fun s hs => (slope_bounds hT hW hs (hf s) hv.1).2)

open Matrix in
/-- For Hermitian matrices `T` and `W`, the slope of the least eigenvalue of `T + s W` at
`s = 0` from above is the minimum of `⟨v, W v⟩` over the ground states `v` of `T`. -/
theorem matrix_slope_tendsto {n : Type*} [Fintype n] [DecidableEq n] [Nonempty n]
    {T W : Matrix n n ℂ} (hT : T.IsHermitian) (hW : W.IsHermitian) :
    ∃ v, IsAdapted (Matrix.toEuclideanLin T) (Matrix.toEuclideanLin W) v ∧
      Tendsto (fun s : ℝ => (groundEnergy (Matrix.toEuclideanLin (T + (s : ℂ) • W))
        - groundEnergy (Matrix.toEuclideanLin T)) / s)
        (𝓝[>] 0) (𝓝 (expect (Matrix.toEuclideanLin W) v)) := by
  have hT' := isSymmetric_toEuclideanLin_iff.2 hT
  have hW' := isSymmetric_toEuclideanLin_iff.2 hW
  obtain ⟨v, hv⟩ := exists_adapted hT' hW'
  refine ⟨v, hv, (slope_tendsto hT' hW' hv).congr fun s => ?_⟩
  rw [coupled, map_add, map_smul]

end

end WeakInteractionSelection
```

```lean
#print axioms WeakInteractionSelection.groundEnergy_isLeast
#print axioms WeakInteractionSelection.matrix_slope_tendsto
```

```
'WeakInteractionSelection.groundEnergy_isLeast' depends on axioms: [propext, Classical.choice, Quot.sound]
'WeakInteractionSelection.matrix_slope_tendsto' depends on axioms: [propext, Classical.choice, Quot.sound]
```

## From constrained minima to ultrafilter limits

`exists_min` supplies the minimiser on the sphere. `eigen_of_min` replaces the variation along \(r\) by Mathlib's theorem that a constrained extremum on the sphere is an eigenvector. `isLeast_of_min` compares it with the other eigenvalues, and `isGroundState_iff` collects the variational principle.

`slope_bounds` uses that principle twice, expands the energies with `expect_coupled` and finishes with `linarith`. `limit_isAdapted` passes to the limit in the inequalities above.

Ultrafilters take the place of subsequences: `ultra_limit` finds a limit on the compact sphere, which gives `exists_adapted`. In `slope_tendsto`, `tendsto_iff_ultrafilter` reduces convergence to these limits, and the squeeze theorem completes the argument. The matrix theorem follows by translating matrices into linear maps.

## Ensembles in place of state vectors

The selection could also be modelled with density operators \(\rho\) supported on the lowest eigenspace of \(T\), minimising \(\mathrm{Tr}(\rho W)\). The minimum would be the same, since a mixture averages pure-state values. The selected objects would change: mixtures of adapted states would qualify too, and they would form a convex set.
